# The momentum derivative of T ln(1 + exp((μ − p²/2)/T)) for free electrons is −p times the Fermi-Dirac occupation

For a free-electron state of momentum p, with energy p²/2 in units where ħ, the electron mass and Boltzmann's constant are 1, the theorem differentiates T ln(1 + exp((μ − p²/2)/T)) with respect to p. At fixed chemical potential μ and fixed real T ≠ 0, the derivative is −p n(p), where n(p) = 1/(exp((p²/2 − μ)/T) + 1) is the Fermi-Dirac occupation. The electrons are non-interacting, and p is a single real variable. The proof applies the chain rule, then writes E for exp((μ − p²/2)/T) and matches the result to the occupation through the identity 1/(E⁻¹ + 1) = E/(1 + E).

The failing Lean file:

```lean
import Mathlib

open MeasureTheory Set Filter Topology
open scoped Real

namespace HasDerivAtThermalLog

noncomputable section

/-- Fermi-Dirac occupation of a free-electron state of momentum `p` at temperature `T ≠ 0` and
chemical potential `μ`, in units where ħ, the electron mass and Boltzmann's constant are 1. -/
def fermi (T μ p : ℝ) : ℝ := 1 / (Real.exp ((p ^ 2 / 2 - μ) / T) + 1)

/-- For `T ≠ 0`, the function `T ln(1 + exp((μ - p²/2)/T))` has derivative `-p n(p)`. -/
theorem hasDerivAt_thermalLog {T : ℝ} (hT : T ≠ 0) (μ p : ℝ) :
    HasDerivAt (fun p : ℝ => T * Real.log (1 + Real.exp ((μ - p ^ 2 / 2) / T)))
      (-(p * fermi T μ p)) p := by
  have h1 : HasDerivAt (fun p : ℝ => (μ - p ^ 2 / 2) / T) (-p / T) p := by
    refine ((((hasDerivAt_id' p).fun_pow 2).div_const 2).const_sub μ
      |>.div_const T).congr_deriv ?_
    norm_num
  have hne : (1 : ℝ) + Real.exp ((μ - p ^ 2 / 2) / T) ≠ 0 := by positivity
  refine (((h1.exp.const_add 1).log hne).const_mul T).congr_deriv ?_
  have e : Real.exp ((p ^ 2 / 2 - μ) / T) = (Real.exp ((μ - p ^ 2 / 2) / T))⁻¹ := by
    rw [← Real.exp_neg]
    congr 1
    ring
  have hE := Real.exp_pos ((μ - p ^ 2 / 2) / T)
  rw [fermi, e]
  generalize Real.exp ((μ - p ^ 2 / 2) / T) = E at *
  have key : 1 / (E⁻¹ + 1) = E / (1 + E) := by
    rw [div_eq_div_iff (by positivity) (by positivity), mul_add, mul_inv_cancel₀ hE.ne']
    ring
  rw [key]
  field_simp

end

end HasDerivAtThermalLog
```

Compiling this gives:

```
Main.lean:32:65: error: Tactic `rewrite` failed: Did not find an occurrence of the pattern
  E * E⁻¹
in the target expression
  1 * 1 + 1 * E = E * (E⁻¹ + 1)

T : ℝ
hT : T ≠ 0
μ p : ℝ
h1 : HasDerivAt (fun p => (μ - p ^ 2 / 2) / T) (-p / T) p
E : ℝ
hne : 1 + E ≠ 0
e : rexp ((p ^ 2 / 2 - μ) / T) = E⁻¹
hE : 0 < E
⊢ 1 * 1 + 1 * E = E * (E⁻¹ + 1)
```

The error is in the proof of `key`, the identity for E. Cross-multiplying with `div_eq_div_iff` leaves `1 * (1 + E) = E * (E⁻¹ + 1)`. The next rewrite, `mul_add`, was needed on the right, but `rw` fixes the lemma's variables at the first match it finds, and that is the product on the left. It therefore expands only `1 * (1 + E)`, as the target in the message shows. The right side is still factored, so the product `E * E⁻¹` does not appear in it, and the rewrite with `mul_inv_cancel₀` has nothing to act on.

The repair keeps the cross-multiplication and drops the other two rewrites. In place of them and the final `ring`, `linear_combination -(mul_inv_cancel₀ hE.ne')` supplies the equation `E * E⁻¹ = 1` with coefficient −1 and leaves the expansion to `ring`. The two sides of the goal differ by 1 − E·E⁻¹, which is exactly what that equation accounts for, so it no longer matters which product would be expanded first.

As a diff, the version that Lean accepts:

```diff
@@ -30,6 +30,6 @@
   generalize Real.exp ((μ - p ^ 2 / 2) / T) = E at *
   have key : 1 / (E⁻¹ + 1) = E / (1 + E) := by
-    rw [div_eq_div_iff (by positivity) (by positivity), mul_add, mul_inv_cancel₀ hE.ne']
-    ring
+    rw [div_eq_div_iff (by positivity) (by positivity)]
+    linear_combination -(mul_inv_cancel₀ hE.ne')
   rw [key]
   field_simp
```
